# The signed level splitting of the two-site hopping model, exact from a ratio of thermal density matrix elements at any nonzero inverse temperature

The theorem `twoSite_exact` concerns one particle on two sites, with a symmetric mode of energy −t and an antisymmetric mode of energy t, for any real t. With r the thermal density matrix element between the sites divided by the diagonal element at the first site, it states that log((1 + r)/(1 − r))/β equals 2t for every nonzero β. This is the signed splitting, the antisymmetric energy minus the symmetric one, and it is negative when t < 0. The density matrix is not divided by the partition function, and the modes (1, 1) and (1, −1) are unnormalised; neither choice affects r = tanh(βt). The attempt first computes half the sum and half the difference of the diagonal and off-diagonal elements as exp(βt) and exp(−βt), then uses `ratio_eq_sectors` to replace (1 + r)/(1 − r) by their quotient, whose logarithm is 2βt.

In Lean, a first try:

```lean
import Mathlib

open Filter Topology Matrix

namespace TunnellingSplitting

noncomputable section

variable {X ι : Type*} [Fintype ι]

/-- The thermal density matrix at inverse temperature `β`, as a sum over modes. -/
def rho (E : ι → ℝ) (φ : ι → X → ℝ) (β : ℝ) (x y : X) : ℝ :=
  ∑ n, Real.exp (-(β * E n)) * φ n x * φ n y

/-- The ratio `r = ρ(a, R a) / ρ(a, a)`, meaningful for `ρ(a, a) ≠ 0`. -/
def ratio (R : X → X) (E : ι → ℝ) (φ : ι → X → ℝ) (a : X) (β : ℝ) : ℝ :=
  rho E φ β a (R a) / rho E φ β a a

/-- The estimator `log ((1 + r) / (1 - r)) / β`, meaningful for `β ≠ 0`, `ρ(a, a) ≠ 0`
and `|r| < 1`. -/
def splittingEstimate (R : X → X) (E : ι → ℝ) (φ : ι → X → ℝ) (a : X) (β : ℝ) : ℝ :=
  Real.log ((1 + ratio R E φ a β) / (1 - ratio R E φ a β)) / β

/-- The combination `(ρ(a, a) + s ρ(a, R a)) / 2` of density matrix elements. -/
def sector (R : X → X) (E : ι → ℝ) (φ : ι → X → ℝ) (a : X) (s β : ℝ) : ℝ :=
  (rho E φ β a a + s * rho E φ β a (R a)) / 2

variable {R : X → X} {E : ι → ℝ} {φ : ι → X → ℝ} {a : X} {s β : ℝ}

/-- When both sectors are positive, `|r| < 1` and `(1 + r) / (1 - r)` is the even sector
divided by the odd one. -/
theorem ratio_eq_sectors (hp : 0 < sector R E φ a 1 β) (hm : 0 < sector R E φ a (-1) β) :
    |ratio R E φ a β| < 1 ∧ (1 + ratio R E φ a β) / (1 - ratio R E φ a β) =
      sector R E φ a 1 β / sector R E φ a (-1) β := by
  have hm' := hm.ne'
  unfold sector at *
  have hA : 0 < rho E φ β a a := by linarith
  have hB : rho E φ β a (R a) = ratio R E φ a β * rho E φ β a a :=
    (div_mul_cancel₀ _ hA.ne').symm
  have hr : |ratio R E φ a β| < 1 := by
    rw [abs_lt, ratio, lt_div_iff₀ hA, div_lt_iff₀ hA]
    constructor <;> linarith
  have h1 : 1 - ratio R E φ a β ≠ 0 := by linarith [(abs_lt.mp hr).2] |> ne_of_gt
  refine ⟨hr, ?_⟩
  rw [div_eq_div_iff h1 hm']
  linear_combination -hB

/-- The unnormalised symmetric and antisymmetric modes on two sites. -/
def twoSiteModes : Fin 2 → Fin 2 → ℝ := ![![1, 1], ![1, -1]]

/-- For the two-site hopping model the estimator equals `2 t` at every nonzero `β`. -/
theorem twoSite_exact (t : ℝ) (hβ : β ≠ 0) :
    splittingEstimate ![1, 0] ![-t, t] twoSiteModes 0 β = 2 * t := by
  have hp : sector ![1, 0] ![-t, t] twoSiteModes 0 1 β = Real.exp (β * t) := by
    simp [sector, rho, twoSiteModes, Fin.sum_univ_two]
  have hm : sector ![1, 0] ![-t, t] twoSiteModes 0 (-1) β = Real.exp (-(β * t)) := by
    simp [sector, rho, twoSiteModes, Fin.sum_univ_two]
  rw [splittingEstimate, (ratio_eq_sectors (by rw [hp]; positivity) (by rw [hm]; positivity)).2,
    hp, hm, ← Real.exp_sub, Real.log_exp, div_eq_iff hβ]
  ring

end

end TunnellingSplitting
```

Compiling this gives:

```
Main.lean:54:77: error: unsolved goals
β t : ℝ
hβ : β ≠ 0
⊢ (Real.exp (β * t) + Real.exp (-(β * t)) + (Real.exp (β * t) + -Real.exp (-(β * t)))) / 2 = Real.exp (β * t)
Main.lean:56:83: error: unsolved goals
β t : ℝ
hβ : β ≠ 0
hp : sector ![1, 0] ![-t, t] twoSiteModes 0 1 β = Real.exp (β * t)
⊢ (Real.exp (β * t) + Real.exp (-(β * t)) + (Real.exp (-(β * t)) + -Real.exp (β * t))) / 2 = Real.exp (-(β * t))
```

Cause. Both messages say that `simp` made progress but left a goal open, first in the proof of `hp` and then in that of `hm`. In each case it has unfolded the definitions and evaluated the sums over the two modes, and what remains is a true identity between exponentials. Writing A for `Real.exp (β * t)` and B for `Real.exp (-(β * t))`, the first goal is (A + B + (A + -B)) / 2 = A and the second is (A + B + (B + -A)) / 2 = B.

To close them, the terms of opposite sign must cancel across the brackets, and the two equal terms left must be added and halved. The simplification rules used by `simp` here do not regroup the sum in that way. The added `ring` does: it treats the two exponentials as unknowns, collects like terms and handles the division by 2, so both sides come out the same. Each of the two added lines closes one of the reported goals.

After these edits no error is left:

```diff
@@ -54,6 +54,8 @@
   have hp : sector ![1, 0] ![-t, t] twoSiteModes 0 1 β = Real.exp (β * t) := by
     simp [sector, rho, twoSiteModes, Fin.sum_univ_two]
+    ring
   have hm : sector ![1, 0] ![-t, t] twoSiteModes 0 (-1) β = Real.exp (-(β * t)) := by
     simp [sector, rho, twoSiteModes, Fin.sum_univ_two]
+    ring
   rw [splittingEstimate, (ratio_eq_sectors (by rw [hp]; positivity) (by rw [hm]; positivity)).2,
     hp, hm, ← Real.exp_sub, Real.log_exp, div_eq_iff hβ]
```
